# Counting the real parameters of an anti-Hermitian matrix, with and without its trace

A unitary $U=e^K$ on a finite $n$-level system or in a finite orthonormal basis of complex orbitals can be optimised through real parameters that describe $K$. If $K$ is otherwise unrestricted, the number of independent parameters depends on whether the global phase is kept. Orbital optimisations often drop further redundant parameters, which are not treated here.

Here $K$ is a complex $n\times n$ matrix with $K^\dagger=-K$, called a generator; for evolution over a time $t$ under a constant Hermitian Hamiltonian $H$, $K=-iHt/\hbar$.

In Lean 4 with Mathlib:

```lean
import Mathlib

open Matrix

namespace AntiHermitianParameterCount

noncomputable section
```

Generators form a vector space over the reals. For $n\ge1$ they do not form one over the complex numbers: if $K\ne0$ is a generator, then $iK$ is Hermitian and nonzero, so it is not a generator. `generators n` is therefore a `Submodule ℝ`, and its three proof fields check closure under sums, zero and real scaling.

```lean
/-- The real vector space of anti-Hermitian complex `n` by `n` matrices. -/
def generators (n : ℕ) : Submodule ℝ (Matrix (Fin n) (Fin n) ℂ) where
  carrier := {K | Kᴴ = -K}
  add_mem' := by
    intro A B hA hB
    simp only [Set.mem_ofPred_eq] at *
    rw [conjTranspose_add, hA, hB]
    abel
  zero_mem' := by simp
  smul_mem' := by
    intro c A hA
    simp only [Set.mem_ofPred_eq] at *
    rw [conjTranspose_smul, hA]
    simp
```

`tracelessGenerators n` adds the condition $\operatorname{tr}K=0$.

```lean
/-- The real vector space of traceless anti-Hermitian complex `n` by `n` matrices. -/
def tracelessGenerators (n : ℕ) : Submodule ℝ (Matrix (Fin n) (Fin n) ℂ) where
  carrier := {K | K ∈ generators n ∧ trace K = 0}
  add_mem' := by
    rintro A B ⟨hA, tA⟩ ⟨hB, tB⟩
    exact ⟨add_mem hA hB, by rw [trace_add, tA, tB, add_zero]⟩
  zero_mem' := ⟨zero_mem _, trace_zero _ _⟩
  smul_mem' := by
    rintro c A ⟨hA, tA⟩
    exact ⟨Submodule.smul_mem _ c hA, by rw [trace_smul, tA, smul_zero]⟩
```

For real $\varphi$, `globalPhase n φ` is the matrix $i\varphi\mathbf 1$.

```lean
/-- The matrix `iφ` times the identity. -/
def globalPhase (n : ℕ) (φ : ℝ) : Matrix (Fin n) (Fin n) ℂ :=
  φ • (Complex.I • (1 : Matrix (Fin n) (Fin n) ℂ))
```

### (a) Symmetry of the entries

Show that a generator satisfies
$$\operatorname{Re}K_{ji}=-\operatorname{Re}K_{ij},\qquad \operatorname{Im}K_{ji}=\operatorname{Im}K_{ij}.$$

The $(i,j)$ entry of $K^\dagger=-K$ reads $\overline{K_{ji}}=-K_{ij}$. Compare real and imaginary parts, as `h1` and `h2` do.

```lean
variable {n : ℕ}

/-- The entries of an anti-Hermitian matrix have antisymmetric real parts and symmetric
imaginary parts. -/
theorem entry_symmetry {K : Matrix (Fin n) (Fin n) ℂ} (hK : K ∈ generators n) (i j : Fin n) :
    (K j i).re = -(K i j).re ∧ (K j i).im = (K i j).im := by
  have hK' : Kᴴ = -K := hK
  have h : star (K j i) = -(K i j) := congrFun (congrFun hK' i) j
  have h1 := congrArg Complex.re h
  have h2 := congrArg Complex.im h
  simp at h1 h2
  exact ⟨by linarith, by linarith⟩
```

### (b) Packing a generator into a real matrix

Show that $M_{ij}=\operatorname{Re}K_{ij}+\operatorname{Im}K_{ij}$ defines a linear bijection from generators to all real $n\times n$ matrices, with inverse
$$K_{ij}=\tfrac12(M_{ij}-M_{ji})+\tfrac i2(M_{ij}+M_{ji}).$$

Real and imaginary parts respect sums and real multiples, so the map is linear. By (a), $M_{ji}=-\operatorname{Re}K_{ij}+\operatorname{Im}K_{ij}$, so half the difference and half the sum recover the two parts. Conversely, for any real $M$ the formula gives $\overline{K_{ji}}=-K_{ij}$, and its two parts add up to $M_{ij}$. The fields `left_inv` and `right_inv` check the two round trips.

```lean
/-- Anti-Hermitian matrices correspond linearly and one-to-one to arbitrary real matrices,
through the sum of the real and imaginary parts of each entry. -/
def realParameters (n : ℕ) : generators n ≃ₗ[ℝ] Matrix (Fin n) (Fin n) ℝ where
  toFun K := Matrix.of fun i j => (K.1 i j).re + (K.1 i j).im
  invFun M := ⟨Matrix.of fun i j => ⟨(M i j - M j i) / 2, (M i j + M j i) / 2⟩, by
    refine Matrix.ext fun i j => Complex.ext ?_ ?_
    · show (M j i - M i j) / 2 = -((M i j - M j i) / 2)
      ring
    · show -((M j i + M i j) / 2) = -((M i j + M j i) / 2)
      ring⟩
  map_add' A B := by
    refine Matrix.ext fun i j => ?_
    show (A.1 i j + B.1 i j).re + (A.1 i j + B.1 i j).im =
      ((A.1 i j).re + (A.1 i j).im) + ((B.1 i j).re + (B.1 i j).im)
    rw [Complex.add_re, Complex.add_im]
    ring
  map_smul' c A := by
    refine Matrix.ext fun i j => ?_
    show (c • A.1 i j).re + (c • A.1 i j).im = c * ((A.1 i j).re + (A.1 i j).im)
    rw [Complex.smul_re, Complex.smul_im, smul_eq_mul, smul_eq_mul]
    ring
  left_inv K := by
    refine Subtype.ext (Matrix.ext fun i j => ?_)
    obtain ⟨h1, h2⟩ := entry_symmetry K.2 i j
    refine Complex.ext ?_ ?_
    · show (((K.1 i j).re + (K.1 i j).im) - ((K.1 j i).re + (K.1 j i).im)) / 2 = (K.1 i j).re
      linarith
    · show (((K.1 i j).re + (K.1 i j).im) + ((K.1 j i).re + (K.1 j i).im)) / 2 = (K.1 i j).im
      linarith
  right_inv M := by
    refine Matrix.ext fun i j => ?_
    show (M i j - M j i) / 2 + (M i j + M j i) / 2 = M i j
    ring
```

### (c) The phase matrix is a generator

Show that $(i\varphi\mathbf 1)^\dagger=-i\varphi\mathbf 1$.

Conjugation changes the sign of $i$ and leaves $\varphi$ and $\mathbf 1$ alone.

```lean
/-- For real `φ`, the matrix `iφ` times the identity is anti-Hermitian. -/
theorem globalPhase_mem (φ : ℝ) : globalPhase n φ ∈ generators n := by
  show (globalPhase n φ)ᴴ = -globalPhase n φ
  rw [globalPhase, conjTranspose_smul, conjTranspose_smul, conjTranspose_one]
  simp
```

### (d) Its trace

Show that $\operatorname{tr}(i\varphi\mathbf 1)=i n\varphi$.

There are $n$ diagonal entries, each equal to $i\varphi$.

```lean
/-- The trace of `iφ` times the identity is `i n φ`. -/
theorem trace_globalPhase (φ : ℝ) : trace (globalPhase n φ) = φ * n * Complex.I := by
  rw [globalPhase, trace_smul, trace_smul, trace_one, Fintype.card_fin, Complex.real_smul,
    smul_eq_mul]
  ring
```

### (e) Removing the trace

For $n\ge1$ and a generator $K$, show that
$$\operatorname{tr}\!\left(K-i\varphi\mathbf 1\right)=0,\qquad \varphi=\frac{\operatorname{Im}\operatorname{tr}K}{n},$$
and that the difference is still a generator.

Taking the trace of $K^\dagger=-K$ gives $\overline{\operatorname{tr}K}=-\operatorname{tr}K$, so $\operatorname{tr}K$ is purely imaginary (`hre`). By (d), the subtracted trace is $i\operatorname{Im}\operatorname{tr}K=\operatorname{tr}K$. Differences of generators are generators.

```lean
/-- Removing `iφ` times the identity from a generator `K`, with `φ = Im tr K / n`, leaves a
traceless generator. -/
theorem sub_phase_mem (hn : 0 < n) {K : Matrix (Fin n) (Fin n) ℂ} (hK : K ∈ generators n) :
    K - globalPhase n ((trace K).im / n) ∈ tracelessGenerators n := by
  refine ⟨sub_mem hK (globalPhase_mem _), ?_⟩
  have hn' : (n : ℂ) ≠ 0 := Nat.cast_ne_zero.mpr hn.ne'
  -- the trace of an anti-Hermitian matrix is purely imaginary
  have hre : (trace K).re = 0 := by
    have hK' : Kᴴ = -K := hK
    have h := congrArg (fun A => (trace A).re) hK'
    simp [trace_conjTranspose] at h
    linarith
  rw [trace_sub, trace_globalPhase]
  push_cast
  rw [div_mul_cancel₀ _ hn']
  refine Complex.ext ?_ ?_ <;> simp [hre]
```

### (f) Reading the phase back

For $n\ge1$ and a traceless generator $K$, show that
$$\frac{\operatorname{Im}\operatorname{tr}(K+i\varphi\mathbf 1)}{n}=\varphi.$$

Only the phase matrix contributes to the trace, which is $in\varphi$.

```lean
/-- For `n ≥ 1`, adding `iφ` times the identity to a traceless generator gives a matrix whose trace
has imaginary part `n φ`, from which `φ` is read off. -/
theorem phase_readout (hn : 0 < n) {K : Matrix (Fin n) (Fin n) ℂ}
    (hK : K ∈ tracelessGenerators n) (φ : ℝ) :
    (trace (K + globalPhase n φ)).im / n = φ := by
  have hn' : (n : ℝ) ≠ 0 := Nat.cast_ne_zero.mpr hn.ne'
  have h : ((φ : ℂ) * n * Complex.I).im = φ * n := by simp
  rw [trace_add, hK.2, zero_add, trace_globalPhase, h, mul_div_cancel_right₀ _ hn']
```

### (g) Splitting off the phase

For $n\ge1$, show that $(K,\varphi)\mapsto K+i\varphi\mathbf 1$ is a real-linear bijection from pairs of a traceless generator and a real number to generators.

Linearity is immediate. Part (e) supplies the inverse, and (f) shows that it returns the original $\varphi$, hence the original $K$.

```lean
/-- For `n ≥ 1`, pairs of a traceless generator and a real number correspond linearly and one-to-one
to generators, by `(K, φ) ↦ K + iφ 1`. -/
def phaseSplitting (hn : 0 < n) : (tracelessGenerators n × ℝ) ≃ₗ[ℝ] generators n where
  toFun p := ⟨p.1.1 + globalPhase n p.2, add_mem p.1.2.1 (globalPhase_mem _)⟩
  invFun K := (⟨_, sub_phase_mem hn K.2⟩, (trace K.1).im / n)
  map_add' p q := by
    apply Subtype.ext
    show (p.1.1 + q.1.1) + globalPhase n (p.2 + q.2) =
      (p.1.1 + globalPhase n p.2) + (q.1.1 + globalPhase n q.2)
    simp only [globalPhase, add_smul]
    abel
  map_smul' c p := by
    apply Subtype.ext
    show c • p.1.1 + globalPhase n (c * p.2) = c • (p.1.1 + globalPhase n p.2)
    simp only [globalPhase, mul_smul, smul_add]
  left_inv p := by
    have h := phase_readout hn p.1.2 p.2
    refine Prod.ext (Subtype.ext ?_) h
    show p.1.1 + globalPhase n p.2 -
      globalPhase n ((trace (p.1.1 + globalPhase n p.2)).im / n) = p.1.1
    rw [h, add_sub_cancel_right]
  right_inv K := Subtype.ext (sub_add_cancel _ _)
```

### (h) All generators

Show that $\dim_{\mathbb R}\{K:K^\dagger=-K\}=n^2$.

By (b), the dimension is that of the real $n\times n$ matrices, which have $n^2$ free entries. `Module.finrank ℝ` is this real dimension.

```lean
/-- The anti-Hermitian `n` by `n` matrices have real dimension `n ^ 2`. -/
theorem finrank_generators (n : ℕ) : Module.finrank ℝ (generators n) = n ^ 2 := by
  rw [(realParameters n).finrank_eq, Module.finrank_matrix]
  simp [sq]
```

### (i) Traceless generators

For $n\ge1$, show that the traceless generators form a subspace of the generators, with
$$\dim_{\mathbb R}\{K:K^\dagger=-K,\ \operatorname{tr}K=0\}+1=n^2.$$

Part (g) equates the dimension of the traceless space plus one with that of all generators, which (h) gives. Writing the count with $+1$ avoids truncated subtraction of natural numbers. It fails at $n=0$; at $n=1$ the traceless space is zero.

```lean
/-- Parameter count: for `n ≥ 1` the anti-Hermitian matrices have real dimension `n ^ 2`, and
the traceless ones form a subspace whose dimension is smaller by exactly one. -/
theorem parameter_count (hn : 0 < n) :
    Module.finrank ℝ (generators n) = n ^ 2 ∧
    tracelessGenerators n ≤ generators n ∧
    Module.finrank ℝ (tracelessGenerators n) + 1 = n ^ 2 := by
  refine ⟨finrank_generators n, fun K hK => hK.1, ?_⟩
  have h := (phaseSplitting hn).finrank_eq
  rw [Module.finrank_prod, Module.finrank_self, finrank_generators] at h
  exact h
```

### (j) What the removed parameter does

Show, for any complex square matrix $K$, that
$$e^{K+i\varphi\mathbf 1}=e^{i\varphi}e^K.$$

The two terms commute (`hc`), so the exponential factorises. The matrix $i\varphi\mathbf 1$ is diagonal (`hd`), so its exponential is $e^{i\varphi}\mathbf 1$ (`he`). The removed parameter thus changes $U$ only by a global phase.

```lean
/-- Adding `iφ` times the identity to a matrix `K` multiplies its exponential by the phase
factor `exp (iφ)`. -/
theorem exp_add_globalPhase (K : Matrix (Fin n) (Fin n) ℂ) (φ : ℝ) :
    NormedSpace.exp (K + globalPhase n φ) =
      Complex.exp (φ * Complex.I) • NormedSpace.exp K := by
  have hc : Commute K (globalPhase n φ) :=
    ((Commute.one_right K).smul_right Complex.I).smul_right φ
  have hd : globalPhase n φ = diagonal fun _ => (φ : ℂ) * Complex.I := by
    refine Matrix.ext fun i j => ?_
    by_cases h : i = j
    · subst h
      simp [globalPhase]
    · simp [globalPhase, h]
  -- the exponential of a multiple of the identity is computed on the diagonal
  have he : NormedSpace.exp (globalPhase n φ) =
      Complex.exp (φ * Complex.I) • (1 : Matrix (Fin n) (Fin n) ℂ) := by
    rw [hd, Matrix.exp_diagonal, smul_one_eq_diagonal, Complex.exp_eq_exp_ℂ]
    congr 1
    funext i
    exact Pi.coe_exp _ _
  rw [Matrix.exp_add_of_commute _ _ hc, he, mul_smul_comm, mul_one]
```

### (k) How many control matrices

Let $m$ matrices be given. Show that $n^2\le m$ if their real span contains every generator, and $n^2\le m+1$ if it contains every traceless one.

The span has dimension at most $m$ (`hm`) and at least that of any subspace it contains. Insert (h) and (i); for $n=0$ the second bound is trivial.

The matrices `H` are arbitrary complex matrices; a Hermitian control Hamiltonian enters after multiplication by $-i$. The bound concerns linear combinations at one instant. Sequences of pulses also produce directions through commutators, so fewer controls may suffice to reach every unitary.

```lean
/-- If the real combinations of `m` control matrices include every generator, then `m` is at
least `n ^ 2`; if they include every traceless generator, then `m + 1` is at least `n ^ 2`. -/
theorem controls_needed {m : ℕ} (H : Fin m → Matrix (Fin n) (Fin n) ℂ) :
    (generators n ≤ Submodule.span ℝ (Set.range H) → n ^ 2 ≤ m) ∧
    (tracelessGenerators n ≤ Submodule.span ℝ (Set.range H) → n ^ 2 ≤ m + 1) := by
  have hm : Module.finrank ℝ (Submodule.span ℝ (Set.range H)) ≤ m := by
    have h := finrank_range_le_card (R := ℝ) H
    rw [Fintype.card_fin] at h
    exact h
  constructor
  · intro h
    have h1 := Submodule.finrank_mono h
    rw [finrank_generators] at h1
    exact h1.trans hm
  · intro h
    rcases Nat.eq_zero_or_pos n with h0 | hn
    · subst h0
      simp
    · have h1 := Submodule.finrank_mono h
      have h2 := (parameter_count hn).2.2
      omega

end

end AntiHermitianParameterCount
```

```lean
#print axioms AntiHermitianParameterCount.parameter_count
#print axioms AntiHermitianParameterCount.exp_add_globalPhase
#print axioms AntiHermitianParameterCount.controls_needed
```

```
'AntiHermitianParameterCount.parameter_count' depends on axioms: [propext, Classical.choice, Quot.sound]
'AntiHermitianParameterCount.exp_add_globalPhase' depends on axioms: [propext, Classical.choice, Quot.sound]
'AntiHermitianParameterCount.controls_needed' depends on axioms: [propext, Classical.choice, Quot.sound]
```
